# A bright degenerate exciton level fixes its total strength, not its division among the states

A degenerate exciton level can be represented by the eigenvectors that a diagonalisation returns or by the subspace they span. The subspace is used here, because the eigenvectors involve a choice of basis and the subspace doesn't. An individual exciton state is then a member of some orthonormal basis of that subspace.

The exciton matrix is a linear operator H on a finite-dimensional complex inner product space F. Hermiticity, as in the Tamm-Dancoff form of the Bethe-Salpeter equation, is assumed only in part (h). The full, non-Hermitian equation with its own normalisation is not treated.

In Lean 4 with Mathlib:

```lean
import Mathlib

open scoped InnerProductSpace

namespace DegenerateExcitons

noncomputable section

variable {F : Type*} [NormedAddCommGroup F] [InnerProductSpace ℂ F] [FiniteDimensional ℂ F]
```

The vector d holds the transition dipoles for one fixed light polarisation. A normalised state x has strength |⟨x,d⟩|², without energy-dependent or unit prefactors. The inner product is conjugate-linear in its first argument.

```lean
/-- The strength of an exciton state `x` for the dipole vector `d`: the squared modulus of
their overlap. -/
def strength (d x : F) : ℝ := ‖⟪x, d⟫_ℂ‖ ^ 2
```

The level V at a real energy E contains all solutions of Hx = Ex.

```lean
/-- The level of the exciton Hamiltonian `H` at energy `E`: all solutions of `H x = E x`. -/
def level (H : F →ₗ[ℂ] F) (E : ℝ) : Submodule ℂ F := Module.End.eigenspace H (E : ℂ)
```

P is the orthogonal projector on V, and `brightPart H E d` is Pd, regarded as a vector of V.

```lean
/-- The bright part of the level: the orthogonal projection of the dipole vector on it. -/
def brightPart (H : F →ₗ[ℂ] F) (E : ℝ) (d : F) : level H E :=
  (level H E).orthogonalProjectionOnto d
```

## (a) What a state of the level sees of the dipole vector

Show that every x in V satisfies

|⟨x,d⟩|² = |⟨x,Pd⟩|².

**Solution.** Write d = Pd + r with r orthogonal to V. Then ⟨x,d⟩ = ⟨x,Pd⟩ + ⟨x,r⟩ = ⟨x,Pd⟩; take squared moduli. In the code, `x : level H E` is a vector of V, and `(x : F)` is the same vector in the whole space.

```lean
/-- A state of the level sees only the projected dipole vector. -/
theorem strength_eq (H : F →ₗ[ℂ] F) (E : ℝ) (d : F) (x : level H E) :
    strength d (x : F) = ‖⟪x, brightPart H E d⟫_ℂ‖ ^ 2 := by
  unfold strength brightPart
  rw [Submodule.inner_orthogonalProjectionOnto_eq_of_mem_left]
```

## (b) The sum over a basis

Let b be any orthonormal basis of V. Show that

Σ_i |⟨b_i,d⟩|² = ‖Pd‖².

**Solution.** Since Pd lies in V, Pd = Σ_i ⟨b_i,Pd⟩ b_i, and orthonormality gives ‖Pd‖² = Σ_i |⟨b_i,Pd⟩|². By (a), each term is |⟨b_i,d⟩|². The proof uses the same two steps: `b.sum_sq_norm_inner_right`, then `strength_eq` term by term.

```lean
/-- Every orthonormal basis of the level has the same total strength, the squared norm of the
projected dipole vector. -/
theorem total_strength {ι : Type*} [Fintype ι] (H : F →ₗ[ℂ] F) (E : ℝ) (d : F)
    (b : OrthonormalBasis ι ℂ (level H E)) :
    ∑ i, strength d (b i : F) = ‖brightPart H E d‖ ^ 2 := by
  rw [← b.sum_sq_norm_inner_right (brightPart H E d)]
  exact Finset.sum_congr rfl fun i _ => strength_eq H E d (b i)
```

## (c) Rotating one vector into another

Let p and q be vectors of equal norm in a finite-dimensional complex inner product space W. Find a unitary U with

Uq = p.

**Solution.** If p = 0, then q = 0 and the identity will do. Otherwise choose orthonormal bases b and c of W with b_0 = p/‖p‖ and c_0 = q/‖q‖, and define U by Uc_i = b_i. Then Uq = ‖q‖ Uc_0 = ‖p‖ b_0 = p.

The step `key` extends a normalised vector to a basis. The map `c.repr.trans b.repr.symm` takes coordinates with respect to c and uses them with respect to b. The last line cancels the common factor 1/‖p‖.

```lean
/-- Two vectors of equal norm are related by a unitary transformation. -/
theorem exists_unitary {W : Type*} [NormedAddCommGroup W] [InnerProductSpace ℂ W]
    [FiniteDimensional ℂ W] {p q : W} (h : ‖q‖ = ‖p‖) : ∃ U : W ≃ₗᵢ[ℂ] W, U q = p := by
  by_cases hp : p = 0
  · have hq : q = 0 := by rw [← norm_eq_zero, h, hp, norm_zero]
    exact ⟨LinearIsometryEquiv.refl ℂ W, by rw [hq, hp, map_zero]⟩
  have hq : q ≠ 0 := by
    rw [← norm_ne_zero_iff, h]
    exact norm_ne_zero_iff.mpr hp
  have : Nontrivial W := ⟨p, 0, hp⟩
  let i₀ : Fin (Module.finrank ℂ W) := ⟨0, Module.finrank_pos⟩
  -- a normalised vector is the first member of some orthonormal basis
  have key : ∀ x : W, x ≠ 0 → ∃ b : OrthonormalBasis (Fin (Module.finrank ℂ W)) ℂ W,
      b i₀ = (‖x‖ : ℂ)⁻¹ • x := by
    intro x hx
    have hv : Orthonormal ℂ (({i₀} : Set (Fin (Module.finrank ℂ W))).domRestrict
        (fun _ => (‖x‖ : ℂ)⁻¹ • x)) := by
      constructor
      · intro i
        show ‖(‖x‖ : ℂ)⁻¹ • x‖ = 1
        rw [norm_smul, norm_inv, Complex.norm_real, norm_norm,
          inv_mul_cancel₀ (norm_ne_zero_iff.mpr hx)]
      · intro i j hij
        exact absurd (Subsingleton.elim i j) hij
    obtain ⟨b, hb⟩ := hv.exists_orthonormalBasis_extension_of_card_eq (by simp)
    exact ⟨b, hb i₀ (Set.mem_singleton _)⟩
  obtain ⟨b, hb⟩ := key p hp
  obtain ⟨c, hc⟩ := key q hq
  -- the unitary carries one basis into the other
  refine ⟨c.repr.trans b.repr.symm, ?_⟩
  have hU : (c.repr.trans b.repr.symm) (c i₀) = b i₀ := by
    show b.repr.symm (c.repr (c i₀)) = b i₀
    rw [c.repr_self, b.repr_symm_single]
  rw [hc, hb, map_smul, h] at hU
  have hne : (‖p‖ : ℂ)⁻¹ ≠ 0 :=
    inv_ne_zero (Complex.ofReal_ne_zero.mpr (norm_ne_zero_iff.mpr hp))
  exact smul_right_injective W hne hU
```

## (d) All possible lists of strengths

Let m = dim V and let s_0, …, s_(m−1) be real numbers. Show that some orthonormal basis b of V has |⟨b_i,d⟩|² = s_i for all i if and only if

s_i ≥ 0 for all i, and Σ_i s_i = ‖Pd‖².

**Solution.** If b exists, the s_i are squares, and (b) gives their sum.

Conversely, take any orthonormal basis e of V and set q = Σ_i √s_i e_i. Then ‖q‖² = Σ_i s_i = ‖Pd‖², so (c), applied inside V, gives a unitary U with Uq = Pd. The vectors b_i = Ue_i form an orthonormal basis, and

⟨b_i,d⟩ = ⟨Ue_i,Pd⟩ = ⟨Ue_i,Uq⟩ = ⟨e_i,q⟩ = √s_i.

The hypothesis `hm` says that V has dimension m, and `e.map U` is the rotated basis.

```lean
/-- Real numbers `s i` are the strengths of some orthonormal basis of an `m`-fold level exactly
when they are nonnegative and add up to the squared norm of the projected dipole vector. -/
theorem strengths_iff (H : F →ₗ[ℂ] F) (E : ℝ) (d : F) {m : ℕ}
    (hm : Module.finrank ℂ (level H E) = m) (s : Fin m → ℝ) :
    (∃ b : OrthonormalBasis (Fin m) ℂ (level H E), ∀ i, strength d (b i : F) = s i) ↔
      (∀ i, 0 ≤ s i) ∧ ∑ i, s i = ‖brightPart H E d‖ ^ 2 := by
  constructor
  · rintro ⟨b, hb⟩
    refine ⟨fun i => ?_, ?_⟩
    · rw [← hb i]
      exact sq_nonneg _
    · rw [← total_strength H E d b]
      exact Finset.sum_congr rfl fun i _ => (hb i).symm
  · rintro ⟨hs, hsum⟩
    let e := (stdOrthonormalBasis ℂ (level H E)).reindex (finCongr hm)
    -- a vector with the wanted overlaps
    obtain ⟨q, hq⟩ : ∃ q : level H E, ∀ i, ⟪e i, q⟫_ℂ = ((√(s i) : ℝ) : ℂ) :=
      ⟨e.repr.symm (WithLp.toLp 2 fun i => ((√(s i) : ℝ) : ℂ)),
        fun i => (e.repr_apply_apply _ i).symm.trans (by simp)⟩
    have hsq : ∀ i, ‖((√(s i) : ℝ) : ℂ)‖ ^ 2 = s i := fun i => by
      rw [Complex.norm_real, Real.norm_eq_abs, sq_abs, Real.sq_sqrt (hs i)]
    have h2 : ‖q‖ ^ 2 = ‖brightPart H E d‖ ^ 2 := by
      rw [← e.sum_sq_norm_inner_right q, ← hsum]
      exact Finset.sum_congr rfl fun i _ => by rw [hq, hsq]
    -- rotate it, and the basis with it, onto the projected dipole vector
    obtain ⟨U, hU⟩ := exists_unitary ((sq_eq_sq₀ (norm_nonneg _) (norm_nonneg _)).mp h2)
    refine ⟨e.map U, fun i => ?_⟩
    rw [strength_eq, ← hU, OrthonormalBasis.map_apply, U.inner_map_map, hq, hsq]
```

## (e) One bright state

Choose an index k. Find an orthonormal basis b of V with

|⟨b_k,d⟩|² = ‖Pd‖², and |⟨b_i,d⟩|² = 0 for i ≠ k.

**Solution.** Apply (d) to the list with s_k = ‖Pd‖² and zeros elsewhere. It is nonnegative and has the required sum.

```lean
/-- Some orthonormal basis of the level puts the whole strength in one chosen state and leaves
all the others dark. -/
theorem exists_one_bright (H : F →ₗ[ℂ] F) (E : ℝ) (d : F) {m : ℕ}
    (hm : Module.finrank ℂ (level H E) = m) (k : Fin m) :
    ∃ b : OrthonormalBasis (Fin m) ℂ (level H E),
      strength d (b k : F) = ‖brightPart H E d‖ ^ 2 ∧
        ∀ i, i ≠ k → strength d (b i : F) = 0 := by
  obtain ⟨b, hb⟩ := (strengths_iff H E d hm
    (fun i => if i = k then ‖brightPart H E d‖ ^ 2 else 0)).mpr
      ⟨fun i => by split_ifs; exacts [sq_nonneg _, le_rfl], by simp⟩
  exact ⟨b, by rw [hb, if_pos rfl], fun i hi => by rw [hb, if_neg hi]⟩
```

## (f) Equally bright states

For m ≥ 1, find an orthonormal basis b of V with, for every i,

|⟨b_i,d⟩|² = ‖Pd‖²/m.

**Solution.** The constant list s_i = ‖Pd‖²/m is nonnegative, and its m entries add up to ‖Pd‖². Apply (d).

```lean
/-- Some orthonormal basis of a level of dimension `m ≥ 1` shares the strength equally among
its `m` states. -/
theorem exists_equal (H : F →ₗ[ℂ] F) (E : ℝ) (d : F) {m : ℕ}
    (hm : Module.finrank ℂ (level H E) = m) (hpos : 1 ≤ m) :
    ∃ b : OrthonormalBasis (Fin m) ℂ (level H E),
      ∀ i, strength d (b i : F) = ‖brightPart H E d‖ ^ 2 / m := by
  have hne : (m : ℝ) ≠ 0 := Nat.cast_ne_zero.mpr (by omega)
  refine (strengths_iff H E d hm (fun _ => ‖brightPart H E d‖ ^ 2 / m)).mpr
    ⟨fun i => by positivity, ?_⟩
  rw [Finset.sum_const, Finset.card_univ, Fintype.card_fin, nsmul_eq_mul]
  field_simp
```

## (g) No list fits every basis

Let m ≥ 2 and Pd ≠ 0. Show that for every real list s there is an orthonormal basis b of V such that each permutation σ has an index i with

|⟨b_i,d⟩|² ≠ s_σ(i).

**Solution.** Suppose instead that s, suitably reordered, fits every basis, and put S = ‖Pd‖² > 0. The basis from (e) forces some entry of s to be S. The basis from (f) forces every entry to be S/m. Hence S = S/m, which is impossible for m ≥ 2. In the code, `τ.symm (σ k)` locates the state of the even basis that is matched with the entry S.

Both conditions matter: for m = 1 the only strength is always ‖Pd‖², and for Pd = 0 all strengths vanish.

```lean
/-- If the level is at least twofold and the projected dipole vector is not zero, no list of
individual strengths fits every orthonormal basis, even up to reordering. -/
theorem strengths_ill_defined (H : F →ₗ[ℂ] F) (E : ℝ) (d : F) {m : ℕ}
    (hm : Module.finrank ℂ (level H E) = m) (h2 : 2 ≤ m) (hd : brightPart H E d ≠ 0)
    (s : Fin m → ℝ) :
    ∃ b : OrthonormalBasis (Fin m) ℂ (level H E),
      ∀ σ : Equiv.Perm (Fin m), ∃ i, strength d (b i : F) ≠ s (σ i) := by
  by_contra hcon
  push Not at hcon
  let k : Fin m := ⟨0, by omega⟩
  obtain ⟨c, hc, -⟩ := exists_one_bright H E d hm k
  obtain ⟨b, hb⟩ := exists_equal H E d hm (by omega)
  obtain ⟨σ, hσ⟩ := hcon c
  obtain ⟨τ, hτ⟩ := hcon b
  -- the same entry of the list would be the whole strength and its `m`-th part
  have h := hτ (τ.symm (σ k))
  rw [Equiv.apply_symm_apply, ← hσ k, hb, hc] at h
  have hS : 0 < ‖brightPart H E d‖ ^ 2 := pow_pos (norm_pos_iff.mpr hd) 2
  have hm2 : (2 : ℝ) ≤ m := by exact_mod_cast h2
  rw [div_eq_iff (by linarith)] at h
  nlinarith
```

## (h) The line in a full diagonalisation

Now let H be Hermitian, with the orthonormal eigenvectors v_i and eigenvalues E_i of a full diagonalisation. Show that

Σ_(i: E_i = E) |⟨v_i,d⟩|² = ‖Pd‖².

**Solution.** The v_i form a basis of F, so ‖Pd‖² = Σ_i |⟨v_i,Pd⟩|². If E_i = E, then v_i lies in V and (a) applies. Otherwise Hermiticity gives

E_i⟨v_i,Pd⟩ = ⟨Hv_i,Pd⟩ = ⟨v_i,HPd⟩ = E⟨v_i,Pd⟩,

so the term vanishes. The two branches of `split_ifs` are these two cases, and `hH` is Hermiticity.

Two full diagonalisations of the same Hermitian exciton matrix can return different eigenvectors for a degenerate level, but for the same d the summed strength of the level is the same. The sum collects exactly equal eigenvalues; levels split by a small perturbation or by rounding count as different.

```lean
/-- In the full diagonalisation of a Hermitian exciton Hamiltonian, the strengths of the
eigenvectors with energy `E` add up to the squared norm of the projected dipole vector. -/
theorem line_strength {H : F →ₗ[ℂ] F} (hH : H.IsSymmetric) {n : ℕ}
    (hn : Module.finrank ℂ F = n) (E : ℝ) (d : F) :
    ∑ i with hH.eigenvalues hn i = E, strength d (hH.eigenvectorBasis hn i) =
      ‖brightPart H E d‖ ^ 2 := by
  have hP : H (brightPart H E d : F) = (E : ℂ) • (brightPart H E d : F) :=
    Module.End.mem_eigenspace_iff.mp (brightPart H E d).2
  have hsum : ∑ i, ‖⟪hH.eigenvectorBasis hn i, (brightPart H E d : F)⟫_ℂ‖ ^ 2 =
      ‖brightPart H E d‖ ^ 2 :=
    (hH.eigenvectorBasis hn).sum_sq_norm_inner_right (brightPart H E d : F)
  rw [← hsum, Finset.sum_filter]
  refine Finset.sum_congr rfl fun i _ => ?_
  have hi : H (hH.eigenvectorBasis hn i) =
      ((hH.eigenvalues hn i : ℝ) : ℂ) • hH.eigenvectorBasis hn i :=
    hH.apply_eigenvectorBasis hn i
  split_ifs with h
  · have hmem : hH.eigenvectorBasis hn i ∈ level H E :=
      Module.End.mem_eigenspace_iff.mpr (by rw [← h]; exact hi)
    exact strength_eq H E d ⟨_, hmem⟩
  · -- eigenvectors of different energy are orthogonal
    have hs := hH (hH.eigenvectorBasis hn i) (brightPart H E d : F)
    rw [hi, hP, inner_smul_left, inner_smul_right, Complex.conj_ofReal] at hs
    have h0 : (((hH.eigenvalues hn i : ℝ) : ℂ) - (E : ℂ)) *
        ⟪hH.eigenvectorBasis hn i, (brightPart H E d : F)⟫_ℂ = 0 := by
      linear_combination hs
    rcases mul_eq_zero.mp h0 with h1 | h1
    · exact absurd (Complex.ofReal_injective (sub_eq_zero.mp h1)) h
    · rw [h1, norm_zero, zero_pow two_ne_zero]

end

end DegenerateExcitons
```

## A twofold level with numbers

Take H = diag(2, 2, 3) and d = (3, 4, 12). At E = 2, Pd = (3, 4, 0) and ‖Pd‖² = 25. Three orthonormal bases of this level give:

- (1, 0, 0) and (0, 1, 0): strengths 9 and 16.
- (3, 4, 0)/5 and (−4, 3, 0)/5: strengths 25 and 0.
- (−1, 7, 0)/(5√2) and (7, 1, 0)/(5√2): both overlaps are 5/√2, so the strengths are 12.5 and 12.5.

```lean
#print axioms DegenerateExcitons.total_strength
#print axioms DegenerateExcitons.strengths_ill_defined
#print axioms DegenerateExcitons.line_strength
```

```
'DegenerateExcitons.total_strength' depends on axioms: [propext, Classical.choice, Quot.sound]
'DegenerateExcitons.strengths_ill_defined' depends on axioms: [propext, Classical.choice, Quot.sound]
'DegenerateExcitons.line_strength' depends on axioms: [propext, Classical.choice, Quot.sound]
```
